# The exact exchange energy of one electron with 1s density a³exp(−ar)/(8π) is −5a/32 in atomic units

For one electron with the normalised spherical density a³exp(−ar)/(8π), a > 0, the failing theorem `exactExchange_profile` states that the exact exchange energy is −5a/32. This energy is defined as minus the Coulomb self-energy, written as a radial integral in which each shell interacts with the charge it encloses. The proof inserts the closed form of the enclosed charge, which turns the integrand into a combination of four terms, each a power of r times an exponential. It then means to split the integral by linearity and evaluate each piece with the formula n!/bⁿ⁺¹.

As first written in Lean, the proof fails:

```lean
import Mathlib

open MeasureTheory Set Real

namespace ExactExchangeProfile

noncomputable section

/-- The radial profile `a³ exp(-a r) / (8π)` of a hydrogenic 1s density. -/
def profile (a r : ℝ) : ℝ := a ^ 3 * exp (-(a * r)) / (8 * π)

/-- The charge of a spherical density `n` inside the radius `r ≥ 0`. -/
def enclosedCharge (n : ℝ → ℝ) (r : ℝ) : ℝ := ∫ s in (0 : ℝ)..r, 4 * π * s ^ 2 * n s

/-- The exact exchange energy of one electron with spherical density `n`: minus the Coulomb
self-energy, in which each shell of radius `r > 0` interacts with the charge it encloses. -/
def exactExchange (n : ℝ → ℝ) : ℝ :=
  -∫ r in Ioi (0 : ℝ), 4 * π * r ^ 2 * n r * (enclosedCharge n r / r)

/-- For `b > 0` the integral of `rⁿ exp(-b r)` over the half-line is `n!/b^(n+1)`. -/
theorem integral_slater (n : ℕ) {b : ℝ} (hb : 0 < b) :
    ∫ r in Ioi (0 : ℝ), r ^ n * exp (-(b * r)) = (Nat.factorial n : ℝ) / b ^ (n + 1) := by
  have h := Real.integral_rpow_mul_exp_neg_mul_Ioi (a := (n : ℝ) + 1) (r := b)
    (by positivity) hb
  rw [Real.Gamma_nat_eq_factorial, add_sub_cancel_right] at h
  simp only [Real.rpow_natCast] at h
  have e : (1 / b) ^ ((n : ℝ) + 1) = (1 / b) ^ (n + 1) := by
    exact_mod_cast Real.rpow_natCast (1 / b) (n + 1)
  rw [h, e, one_div_pow]
  ring

lemma integrable_slater (n : ℕ) {b : ℝ} (hb : 0 < b) :
    Integrable (fun r : ℝ => r ^ n * exp (-(b * r))) (volume.restrict (Ioi 0)) := by
  -- a non-integrable function would have integral zero
  by_contra h
  have h0 := integral_slater n hb
  rw [integral_undef h] at h0
  have : 0 < (Nat.factorial n : ℝ) / b ^ (n + 1) := by positivity
  linarith

/-- The hydrogenic density holds the charge `1 - exp(-a r)(1 + a r + (a r)²/2)` inside the
radius `r`. -/
theorem enclosedCharge_profile (a r : ℝ) :
    enclosedCharge (profile a) r
      = 1 - exp (-(a * r)) * (1 + a * r + (a * r) ^ 2 / 2) := by
  have hF : ∀ s : ℝ, HasDerivAt
      (fun s : ℝ => -(exp (-(a * s)) * (1 + a * s + (a * s) ^ 2 / 2)))
      (4 * π * s ^ 2 * profile a s) s := by
    intro s
    have h1 : HasDerivAt (fun s : ℝ => a * s) a s := by
      simpa using (hasDerivAt_id s).const_mul a
    refine ((h1.fun_neg.exp.fun_mul
      ((h1.const_add 1).fun_add ((h1.fun_pow 2).div_const 2))).fun_neg).congr_deriv ?_
    have := pi_ne_zero
    unfold profile
    field_simp
    ring
  have hc : Continuous (fun s : ℝ => 4 * π * s ^ 2 * profile a s) := by
    unfold profile
    fun_prop
  rw [enclosedCharge, intervalIntegral.integral_eq_sub_of_hasDerivAt (fun s _ => hF s)
    (hc.intervalIntegrable 0 r)]
  simp only [mul_zero, neg_zero, Real.exp_zero]
  ring

/-- For `a > 0` the exact exchange energy of the hydrogenic density is `-5a/32`. -/
theorem exactExchange_profile {a : ℝ} (ha : 0 < a) :
    exactExchange (profile a) = -(5 * a / 32) := by
  have b2 : 0 < 2 * a := by positivity
  have h : ∫ r in Ioi (0 : ℝ), 4 * π * r ^ 2 * profile a r * (enclosedCharge (profile a) r / r)
      = ∫ r in Ioi (0 : ℝ), ((a ^ 3 / 2) * (r ^ 1 * exp (-(a * r)))
        - ((a ^ 3 / 2) * (r ^ 1 * exp (-(2 * a * r)))
          + ((a ^ 4 / 2) * (r ^ 2 * exp (-(2 * a * r)))
            + (a ^ 5 / 4) * (r ^ 3 * exp (-(2 * a * r)))))) := by
    refine setIntegral_congr_fun measurableSet_Ioi ?_
    intro r hr
    have hr0 : r ≠ 0 := ne_of_gt hr
    have he : exp (-(2 * a * r)) = exp (-(a * r)) ^ 2 := by
      rw [← Real.exp_nat_mul]
      congr 1
      push_cast
      ring
    have := pi_ne_zero
    simp only [enclosedCharge_profile, he, profile]
    generalize exp (-(a * r)) = E
    field_simp
    ring
  have i1 := (integrable_slater 1 ha).const_mul (a ^ 3 / 2)
  have i2 := (integrable_slater 1 b2).const_mul (a ^ 3 / 2)
  have i3 := (integrable_slater 2 b2).const_mul (a ^ 4 / 2)
  have i4 := (integrable_slater 3 b2).const_mul (a ^ 5 / 4)
  rw [exactExchange, h, integral_sub i1 (i2.add (i3.add i4)), integral_add i2 (i3.add i4),
    integral_add i3 i4]
  simp only [integral_const_mul]
  rw [integral_slater 1 ha, integral_slater 1 b2, integral_slater 2 b2, integral_slater 3 b2]
  norm_num [Nat.factorial]
  field_simp
  ring

end

end ExactExchangeProfile
```

The error:

```
Main.lean:92:24: error: Tactic `rewrite` failed: Did not find an occurrence of the pattern
  ∫ (a_1 : ℝ) in Ioi 0,
    a ^ 3 / 2 * (a_1 ^ 1 * rexp (-(a * a_1))) -
      ((fun x => a ^ 3 / 2 * (x ^ 1 * rexp (-(2 * a * x)))) +
          ((fun x => a ^ 4 / 2 * (x ^ 2 * rexp (-(2 * a * x)))) + fun x => a ^ 5 / 4 * (x ^ 3 * rexp (-(2 * a * x)))))
        a_1
in the target expression
  -∫ (r : ℝ) in Ioi 0,
        a ^ 3 / 2 * (r ^ 1 * rexp (-(a * r))) -
          (a ^ 3 / 2 * (r ^ 1 * rexp (-(2 * a * r))) +
            (a ^ 4 / 2 * (r ^ 2 * rexp (-(2 * a * r))) + a ^ 5 / 4 * (r ^ 3 * rexp (-(2 * a * r))))) =
    -(5 * a / 32)

a : ℝ
ha : 0 < a
b2 : 0 < 2 * a
h :
  ∫ (r : ℝ) in Ioi 0, 4 * π * r ^ 2 * profile a r * (enclosedCharge (profile a) r / r) =
    ∫ (r : ℝ) in Ioi 0,
      a ^ 3 / 2 * (r ^ 1 * rexp (-(a * r))) -
        (a ^ 3 / 2 * (r ^ 1 * rexp (-(2 * a * r))) +
          (a ^ 4 / 2 * (r ^ 2 * rexp (-(2 * a * r))) + a ^ 5 / 4 * (r ^ 3 * rexp (-(2 * a * r)))))
i1 : Integrable (fun x => a ^ 3 / 2 * (x ^ 1 * rexp (-(a * x)))) (volume.restrict (Ioi 0))
i2 : Integrable (fun x => a ^ 3 / 2 * (x ^ 1 * rexp (-(2 * a * x)))) (volume.restrict (Ioi 0))
i3 : Integrable (fun x => a ^ 4 / 2 * (x ^ 2 * rexp (-(2 * a * x)))) (volume.restrict (Ioi 0))
i4 : Integrable (fun x => a ^ 5 / 4 * (x ^ 3 * rexp (-(2 * a * x)))) (volume.restrict (Ioi 0))
⊢ -∫ (r : ℝ) in Ioi 0,
        a ^ 3 / 2 * (r ^ 1 * rexp (-(a * r))) -
          (a ^ 3 / 2 * (r ^ 1 * rexp (-(2 * a * r))) +
            (a ^ 4 / 2 * (r ^ 2 * rexp (-(2 * a * r))) + a ^ 5 / 4 * (r ^ 3 * rexp (-(2 * a * r))))) =
    -(5 * a / 32)
```

What went wrong. The error says that the rewrite with `integral_sub` found no match for its left-hand side in the goal. The term `i2.add (i3.add i4)` proves integrability of a sum of functions, so the second part of the pattern is that sum applied to a point, `((fun x => …) + …) a_1`. In the goal the values are already added under the integral. The two forms are equal by definition, but the matching done by `rw` does not unfold the addition of functions to see it.

The repair states the integrability facts `i34` and `i234` for functions written as pointwise sums. Lean accepts `i3.add i4` and `i2.add i34` as their proofs, because checking a term against a stated type does unfold that addition. With `i234`, the pattern of `integral_sub` has the form found in the goal, and `i34` does the same for the first `integral_add`. The last step, `integral_add i3 i4`, is unchanged, since `i3` and `i4` each concern a single term.

Lean accepts the file once it reads:

```diff
@@ -90,6 +90,10 @@
   have i3 := (integrable_slater 2 b2).const_mul (a ^ 4 / 2)
   have i4 := (integrable_slater 3 b2).const_mul (a ^ 5 / 4)
-  rw [exactExchange, h, integral_sub i1 (i2.add (i3.add i4)), integral_add i2 (i3.add i4),
-    integral_add i3 i4]
+  have i34 : Integrable (fun r : ℝ => (a ^ 4 / 2) * (r ^ 2 * exp (-(2 * a * r)))
+      + (a ^ 5 / 4) * (r ^ 3 * exp (-(2 * a * r)))) (volume.restrict (Ioi 0)) := i3.add i4
+  have i234 : Integrable (fun r : ℝ => (a ^ 3 / 2) * (r ^ 1 * exp (-(2 * a * r)))
+      + ((a ^ 4 / 2) * (r ^ 2 * exp (-(2 * a * r)))
+        + (a ^ 5 / 4) * (r ^ 3 * exp (-(2 * a * r))))) (volume.restrict (Ioi 0)) := i2.add i34
+  rw [exactExchange, h, integral_sub i1 i234, integral_add i2 i34, integral_add i3 i4]
   simp only [integral_const_mul]
   rw [integral_slater 1 ha, integral_slater 1 b2, integral_slater 2 b2, integral_slater 3 b2]
```
